# Contact, thermodynamic and virial pressure agree for one classical particle between hard walls

For a continuously differentiable potential $V:\mathbb{R}\to\mathbb{R}$, an inverse temperature $b$ and a box length $L$,

$$L\,e^{-bV(L)}=\int_0^L\bigl(1-b\,x\,V'(x)\bigr)\,e^{-bV(x)}\,dx .$$

Consider a single classical particle on a line, confined to $[0,L]$ by hard walls and distributed canonically in the potential $V$, with $b>0$ and $L>0$. Let $\rho(L)$ be its probability density at the right wall, $F(L)$ its free energy and $\langle\cdot\rangle$ the canonical average. Dividing the identity by the partition function, and differentiating the free energy, shows that the number $P=\rho(L)/b$ satisfies

$$P>0,\qquad \frac{dF}{dL}=-P,\qquad PL=\frac1b-\langle xV'\rangle .$$

The contact expression, the thermodynamic expression and the virial expression for the pressure on the wall at $L$ are therefore the same number.

## One particle between hard walls

The parameter $b$ stands for $1/k_BT$, with $k_B$ Boltzmann's constant and $T$ the temperature of the bath that the particle is in equilibrium with. The canonical distribution is the starting assumption: the position $x$ is distributed with the Boltzmann weight

$$w(x)=e^{-bV(x)} .$$

A hard wall exerts no force until the particle touches it and cannot be crossed, so it does not appear in $V$. It enters only as a limit of integration. The configurational partition function, the average of an observable $f$, the normalised density and the free energy are

$$Z(L)=\int_0^L w\,dx,\qquad \langle f\rangle=\frac{1}{Z(L)}\int_0^L f\,w\,dx,\qquad \rho(x)=\frac{w(x)}{Z(L)},\qquad F(L)=-\frac1b\ln Z(L).$$

In one dimension the wall is a point, so pressure has the units of force, and $\rho$ has the units of inverse length. The momentum integral multiplies $Z$ by a factor that does not depend on $L$, which shifts $F$ by a constant and leaves $dF/dL$ unchanged; it is left out.

The reason to call $\rho(L)/b$ a pressure is kinetic. A particle of mass $m$ that arrives with momentum $p>0$ delivers $2p$ in an elastic reflection, and arrivals with momentum in $dp$ occur at the rate $\rho(L)\,(p/m)\,\varphi(p)\,dp$, where $\varphi$ is the Maxwell density normalised over all real $p$. Integrating $(2p^2/m)\,\varphi(p)$ over $p>0$ gives half of the full average $2k_BT$, that is $k_BT$, so the mean force on the wall is $k_BT\rho(L)$. The theorems contain no momenta; they tie $\rho(L)/b$ to the pressure through $-dF/dL$.

## Integration by parts with the boundary term kept

The chain rule gives the derivative of the weight,

$$w'(x)=-b\,V'(x)\,w(x).$$

Take any continuously differentiable test function $g$. By the product rule,

$$(g\,w)'=g'w+g\,w'=(g'-b\,g\,V')\,w .$$

The right side is continuous, so the fundamental theorem of calculus applies between any two points $a$ and $c$:

$$g(c)\,w(c)-g(a)\,w(a)=\int_a^c\bigl(g'-b\,g\,V'\bigr)\,w\,dx. \tag{1}$$

When the boundary term vanishes, (1) is the familiar relation $\langle g'\rangle=b\langle gV'\rangle$ of generalised equipartition. Between hard walls the weight is positive at the ends, and the boundary term carries the effect of the walls.

Choose $g(x)=x$, $a=0$, $c=L$. Then $g'=1$, and the term at the left wall is $0\cdot w(0)=0$, which leaves

$$L\,w(L)=\int_0^L(1-b\,x\,V')\,w\,dx. \tag{2}$$

This is the identity stated at the top. No step has divided by anything, so (1) and (2) hold for all real $b$ and $L$.

Choose instead $g=1$. Then $g'=0$, and $w(L)-w(0)=-b\int_0^L V'w\,dx$. Dividing by $Z(L)$ gives

$$\rho(L)-\rho(0)=-b\,\langle V'\rangle. \tag{3}$$

After division by $b$ this is a balance of forces: the difference between the pressures on the two walls equals the mean force $-\langle V'\rangle$ that the potential exerts on the particle.

## From the wall term to the pressure

For $L>0$ the partition function is the integral of a positive continuous function over an interval of positive length, so $Z(L)>0$. Split the right side of (2) into two integrals,

$$L\,w(L)=Z(L)-b\int_0^L x\,V'\,w\,dx ,$$

and divide by $Z(L)$:

$$L\,\rho(L)=1-b\,\langle xV'\rangle. \tag{4}$$

Dividing (4) by $b$ gives $PL=1/b-\langle xV'\rangle$ with $P=\rho(L)/b$. The term $1/b=k_BT$ is the ideal-gas contribution of one particle, and $-\langle xV'\rangle$ is the mean virial, position times force, of the force $-V'$.

For the thermodynamic pressure, move the right wall with $V$ held fixed. The wall position is the upper limit of the integral that defines $Z$, so $Z'(L)=w(L)$, and the chain rule for the logarithm gives

$$\frac{dF}{dL}=-\frac1b\,\frac{Z'(L)}{Z(L)}=-\frac1b\,\frac{w(L)}{Z(L)}=-\frac{\rho(L)}{b}. \tag{5}$$

Only continuity of $V$ is used in (5). Finally $w(L)>0$, $Z(L)>0$ and $b>0$ give $P>0$: however attractive the potential is away from the wall, a hard wall is pushed outward.

The mean virial $-\langle xV'\rangle$ depends on the origin of $x$ unless the mean force $-\langle V'\rangle$ is zero. The origin sits at the left wall, which is what removes that wall from (2); formula (4) is therefore about the right wall, and (3) converts to the left one.

## Free particle and uniform field

For $V=0$ the weight is $1$, so $Z=L$, $\rho=1/L$, the virial vanishes and $PL=k_BT$, the ideal-gas law for one particle on a line. For a uniform field $V(x)=\kappa x$ with a constant $\kappa\neq0$,

$$Z=\frac{1-e^{-b\kappa L}}{b\kappa},\qquad P=\frac{\rho(L)}{b}=\frac{\kappa}{e^{b\kappa L}-1},\qquad \rho(L)-\rho(0)=-b\kappa .$$

Here $P$ is positive for either sign of $\kappa$ and tends to $1/(bL)$ as $\kappa\to0$. For $\kappa>0$ and $L\to\infty$ the product $PL$ tends to zero, and the virial equation reduces to $\langle xV'\rangle\to k_BT$, the equipartition value for a particle that no longer reaches the far wall.

## The theorems read in words

The five definitions follow the formulas above. `weight V b x` is $w(x)$, `partition V b L` is $Z(L)$, `average V b L f` is $\langle f\rangle$, and `freeEnergy V b L` is $F(L)$. In `density V b L x` the third argument is the wall position, which fixes the normalisation, and the fourth is the point of evaluation, so `density V b L L` is $\rho(L)$ and `density V b L 0` is $\rho(0)$. The definition accepts every real $x$, and it is the physical density only for $0\le x\le L$. The notation `∫ x in a..c` is the oriented integral from $a$ to $c$, which changes sign when the limits are exchanged, and this is the sense in which (1) and (2) hold for any order of the end points. The derivative $V'$ is `deriv V`.

The hypothesis `ContDiff ℝ 1 V` says that $V$ is differentiable on the whole real line with continuous derivative; physically, the force field is finite and continuous up to and across both walls. The values of $V$ outside $[0,L]$ do not enter the integrals over the box. Having $V$ defined slightly beyond $L$ is what allows the wall to be moved outward in (5), where the derivative is two-sided.

`wall_term_eq_virial_integral` is (2), written with `exp (-b * V x)` spelled out and with no sign condition on $b$ or $L$. The main theorem `wall_pressure` assumes `0 < b` and `0 < L` and concludes three statements about the one expression `density V b L L / b`, which is $P$. It is positive. The function `freeEnergy V b` of the wall position is differentiable at $L$ with derivative $-P$, which is what `HasDerivAt` expresses. And $P$ times $L$ equals `1 / b - average V b L (fun x => x * deriv V x)`.

Lean sets $x/0=0$, so `force_balance` at $L=0$ and `hasDerivAt_freeEnergy` at $b=0$ are true but empty, whereas (4) at $L=0$ would read $0=1$, and `contact_eq_virial` accordingly assumes `0 < L`.

The scope is one particle, one dimension, classical statistics and an external potential that does not change when the wall moves. Potentials that diverge or jump on the closed box, such as a repulsive core that diverges at $x=0$, are excluded by `ContDiff ℝ 1 V`. The contact theorem of liquid-state theory relates the density of an interacting fluid at a planar hard wall to its bulk pressure; here there are no pair forces and no bulk, and $P$ is the force on one particular wall. The averages are canonical ensemble averages, and no equation of motion, integrator or time average appears. A single particle moving on a line under Hamiltonian dynamics conserves its energy, so its time averages in general differ from these canonical averages (the uniform position density for $V=0$ is an exception); a thermostat or a Monte Carlo scheme is the usual way to sample the canonical ensemble.

For a simulation of one particle on a line between reflecting walls, in a smooth external potential and sampled canonically, the result gives a consistency check. The value $\rho(L)/b$, with the density extrapolated to the wall, and the value $(1/b-\langle xV'\rangle)/L$ estimate the same pressure. A disagreement beyond the statistical uncertainty signals an error, for instance in the sampling, the forces or the extrapolation.

## The definitions and theorems in Lean

```lean
import Mathlib

open Real MeasureTheory

namespace WallPressure

noncomputable section

/-- Boltzmann weight `exp(-b V(x))` at inverse temperature `b`. -/
def weight (V : ℝ → ℝ) (b x : ℝ) : ℝ := exp (-b * V x)

/-- Configurational partition function of one particle confined to `[0, L]`. -/
def partition (V : ℝ → ℝ) (b L : ℝ) : ℝ := ∫ x in (0 : ℝ)..L, weight V b x

/-- Canonical average of the observable `f` for the particle confined to `[0, L]`. -/
def average (V : ℝ → ℝ) (b L : ℝ) (f : ℝ → ℝ) : ℝ :=
  (∫ x in (0 : ℝ)..L, f x * weight V b x) / partition V b L

/-- The weight at `x` divided by `Z(L)`; for `0 < L` and `0 ≤ x ≤ L` it is the canonical probability
density of the particle confined to `[0, L]`. -/
def density (V : ℝ → ℝ) (b L x : ℝ) : ℝ := weight V b x / partition V b L

/-- Configurational free energy `-(1/b) log Z(L)` as a function of the wall position `L`. -/
def freeEnergy (V : ℝ → ℝ) (b L : ℝ) : ℝ := -log (partition V b L) / b

variable {V : ℝ → ℝ}

/-- The Boltzmann weight of a continuous potential is continuous. -/
theorem continuous_weight (hV : Continuous V) (b : ℝ) : Continuous (weight V b) :=
  continuous_exp.comp (continuous_const.mul hV)

/-- The derivative of the Boltzmann weight is `-b V'` times the weight. -/
theorem hasDerivAt_weight (hV : ContDiff ℝ 1 V) (b x : ℝ) :
    HasDerivAt (weight V b) (-b * deriv V x * weight V b x) x := by
  have hd : HasDerivAt V (deriv V x) x := (hV.differentiable (by norm_num) x).hasDerivAt
  have h := (hd.const_mul (-b)).exp
  exact h.congr_deriv (by unfold weight; ring)

/-- For a continuously differentiable test function `g`, the boundary term of `g exp(-b V)`
on `[a, c]` equals the integral of `(g' - b g V') exp(-b V)`. -/
theorem boundary_identity (hV : ContDiff ℝ 1 V) {g : ℝ → ℝ} (hg : ContDiff ℝ 1 g)
    (b a c : ℝ) :
    g c * weight V b c - g a * weight V b a =
      ∫ x in a..c, (deriv g x - b * g x * deriv V x) * weight V b x := by
  symm
  -- fundamental theorem of calculus for the product `g * weight`
  apply intervalIntegral.integral_eq_sub_of_hasDerivAt (f := fun x => g x * weight V b x)
  · intro x _
    have hd : HasDerivAt g (deriv g x) x := (hg.differentiable (by norm_num) x).hasDerivAt
    exact (hd.fun_mul (hasDerivAt_weight hV b x)).congr_deriv (by ring)
  · have h1 : Continuous (deriv g) := hg.continuous_deriv le_rfl
    have h2 : Continuous (deriv V) := hV.continuous_deriv le_rfl
    exact ((h1.sub ((continuous_const.mul hg.continuous).mul h2)).mul
      (continuous_weight hV.continuous b)).intervalIntegrable a c

/-- The wall term `L exp(-b V(L))` equals the integral over `[0, L]` of
`(1 - b x V'(x)) exp(-b V(x))`. -/
theorem wall_term_eq_virial_integral (hV : ContDiff ℝ 1 V) (b L : ℝ) :
    L * exp (-b * V L) =
      ∫ x in (0 : ℝ)..L, (1 - b * x * deriv V x) * exp (-b * V x) := by
  have h := boundary_identity hV (g := fun x => x) contDiff_id b 0 L
  have hd : ∀ x : ℝ, deriv (fun y : ℝ => y) x = 1 := fun x => (hasDerivAt_id' x).deriv
  simp only [hd, zero_mul, sub_zero, weight] at h
  exact h

/-- The partition function of a box of positive length is positive. -/
theorem partition_pos (hV : Continuous V) (b : ℝ) {L : ℝ} (hL : 0 < L) :
    0 < partition V b L :=
  intervalIntegral.intervalIntegral_pos_of_pos
    ((continuous_weight hV b).intervalIntegrable 0 L) (fun _ => exp_pos _) hL

/-- The box length times the density at the wall `L` equals `1 - b ⟨x V'⟩`. -/
theorem contact_eq_virial (hV : ContDiff ℝ 1 V) (b : ℝ) {L : ℝ} (hL : 0 < L) :
    L * density V b L L = 1 - b * average V b L (fun x => x * deriv V x) := by
  have hZ := (partition_pos hV.continuous b hL).ne'
  have hw := continuous_weight hV.continuous b
  have h2 : Continuous (deriv V) := hV.continuous_deriv le_rfl
  have hc : Continuous fun x => b * (x * deriv V x * weight V b x) :=
    continuous_const.mul ((continuous_id.mul h2).mul hw)
  -- split the integral into the ideal part `Z` and the virial part
  have key : L * weight V b L =
      partition V b L - b * ∫ x in (0 : ℝ)..L, x * deriv V x * weight V b x := by
    have h : L * weight V b L =
        ∫ x in (0 : ℝ)..L, (1 - b * x * deriv V x) * weight V b x :=
      wall_term_eq_virial_integral hV b L
    rw [h, partition, ← intervalIntegral.integral_const_mul,
      ← intervalIntegral.integral_sub (hw.intervalIntegrable 0 L) (hc.intervalIntegrable 0 L)]
    congr 1
    funext x
    ring
  unfold density average
  rw [← mul_div_assoc, key, sub_div, div_self hZ, mul_div_assoc]

/-- Force balance: the densities at the two walls differ by `-b ⟨V'⟩`. -/
theorem force_balance (hV : ContDiff ℝ 1 V) (b L : ℝ) :
    density V b L L - density V b L 0 = -b * average V b L (deriv V) := by
  have h := boundary_identity hV (g := fun _ => 1) contDiff_const b 0 L
  have key : weight V b L - weight V b 0 =
      -b * ∫ x in (0 : ℝ)..L, deriv V x * weight V b x := by
    simp only [deriv_const, one_mul, mul_one, zero_sub] at h
    rw [h, ← intervalIntegral.integral_const_mul]
    congr 1
    funext x
    ring
  unfold density average
  rw [← sub_div, key, mul_div_assoc]

/-- The derivative of the free energy with respect to the wall position is minus
the density at the wall divided by `b`. -/
theorem hasDerivAt_freeEnergy (hV : Continuous V) (b : ℝ) {L : ℝ} (hL : 0 < L) :
    HasDerivAt (freeEnergy V b) (-(density V b L L / b)) L := by
  -- moving the wall changes `Z` at the rate of the weight at the wall
  have hZ : HasDerivAt (partition V b) (weight V b L) L :=
    ((continuous_weight hV b).integral_hasStrictDerivAt 0 L).hasDerivAt
  have h := ((hZ.log (partition_pos hV b hL).ne').fun_neg).div_const b
  exact h.congr_deriv (by unfold density; ring)

/-- For `b, L > 0` the contact pressure `P = ρ(L)/b` is positive, equals `-dF/dL`,
and satisfies the virial equation `P L = 1/b - ⟨x V'⟩`. -/
theorem wall_pressure (hV : ContDiff ℝ 1 V) {b L : ℝ} (hb : 0 < b) (hL : 0 < L) :
    0 < density V b L L / b ∧
      HasDerivAt (freeEnergy V b) (-(density V b L L / b)) L ∧
      density V b L L / b * L = 1 / b - average V b L (fun x => x * deriv V x) := by
  refine ⟨div_pos (div_pos (exp_pos _) (partition_pos hV.continuous b hL)) hb,
    hasDerivAt_freeEnergy hV.continuous b hL, ?_⟩
  have h := contact_eq_virial hV b hL
  have hb' := hb.ne'
  calc density V b L L / b * L = L * density V b L L / b := by ring
    _ = (1 - b * average V b L (fun x => x * deriv V x)) / b := by rw [h]
    _ = 1 / b - average V b L (fun x => x * deriv V x) := by
      rw [sub_div, mul_div_cancel_left₀ _ hb']

end

end WallPressure
```

```lean
#print axioms WallPressure.force_balance
-- 'WallPressure.force_balance' depends on axioms: [propext, Classical.choice, Quot.sound]
#print axioms WallPressure.wall_pressure
-- 'WallPressure.wall_pressure' depends on axioms: [propext, Classical.choice, Quot.sound]
```

## The weight and the boundary identity

`continuous_weight` composes the exponential with $-bV$ and is used wherever an integrand has to be integrable. `hasDerivAt_weight` is the chain rule: `hd.const_mul (-b)` differentiates $-bV$, `.exp` passes it through the exponential, and `congr_deriv` with `ring` reorders the factors into $-bV'w$.

`boundary_identity` is (1). It applies `intervalIntegral.integral_eq_sub_of_hasDerivAt`, Mathlib's form of the fundamental theorem of calculus, to the product `g x * weight V b x`. That theorem leaves two goals. The first is that the product has the integrand as its derivative at each point between $a$ and $c$; `hd.fun_mul` is the product rule, and `ring` turns $g'w+g\,(-bV'w)$ into $(g'-bgV')\,w$. The second is that the integrand is integrable. Here `continuous_deriv` extracts the continuity of $g'$ and $V'$, and a continuous function is integrable on a bounded interval. This second goal is the place where continuity of the derivative is used, beyond its existence.

`wall_term_eq_virial_integral` specialises to `g := fun x => x` on the interval from `0` to `L`. The local fact `hd` gives $g'=1$, and `zero_mul` and `sub_zero` delete the term at the left wall, as in the step from (1) to (2). `force_balance` specialises to `g := fun _ => 1`, where `deriv_const` gives $g'=0$; its intermediate statement `key` is the unnormalised balance $w(L)-w(0)=-b\int_0^L V'w\,dx$, and the last line divides both sides by $Z$.

## Normalisation and the moving wall

`partition_pos` uses `intervalIntegral.intervalIntegral_pos_of_pos`, which takes an integrable function, its positivity (from `exp_pos`) and $0<L$, and returns $Z(L)>0$.

`contact_eq_virial` is (4). Its `key` is the split of (2) into $Z$ and the virial integral. The rewriting runs from the split form back to a single integral: `intervalIntegral.integral_const_mul` moves $b$ under the integral sign, and `intervalIntegral.integral_sub` merges the two integrals, for which each integrand must be integrable separately; `hw` and `hc` supply this by continuity. The two integrands are then compared point by point with `ring`. In the last line `sub_div` distributes the division by $Z$, and `div_self hZ` produces the $1$ in (4) from $Z/Z$.

`hasDerivAt_freeEnergy` is (5). The statement `hZ` is $Z'(L)=w(L)$, obtained from `integral_hasStrictDerivAt`, the differentiation of an integral of a continuous function in its upper limit. Then `hZ.log`, given $Z(L)\neq0$, yields the derivative $w(L)/Z(L)$ of $\ln Z$, and `fun_neg` and `div_const b` attach the factor $-1/b$.

`wall_pressure` collects the three parts. Positivity is `div_pos` applied twice, first to $w(L)/Z(L)$ and then to the division by $b$. The derivative is `hasDerivAt_freeEnergy`. The `calc` block rewrites $PL$ as $L\rho(L)/b$, substitutes (4) and cancels $b$ in the virial term with `mul_div_cancel_left₀`, which uses $b\neq0$.

## A soft wall in place of the integration limit

The right wall can also be represented by a steep, smooth repulsive potential $W(x-L)$ added to $V$, with the integrals extended to $+\infty$. The pressure is then the mean force on the wall, $\langle W'(x-L)\rangle$, and it comes from differentiating $Z$ under the integral sign instead of in the upper limit. Provided the weight decays fast enough, the boundary term at infinity vanishes for $g(x)=x$, and the identity becomes $1/b=\langle xV'\rangle+\langle x\,W'(x-L)\rangle$. The last average differs from $PL$ by $\langle (x-L)\,W'(x-L)\rangle$, which is in general nonzero at finite steepness (it can vanish by cancellation when $W'$ acts on both sides of $L$) and becomes small when $W'$ is concentrated at $x=L$. The virial equation in the form above is therefore expected in the limit of an infinitely steep wall and is not guaranteed at finite steepness. Such a statement would need hypotheses on integrability at infinity and a limiting argument, both of which the hard wall avoids. This comparison, like the kinetic argument and the worked examples, is commentary that no theorem in the file states.
